# For the inner product ∫(pq + p′q′) on [−1,1], the three-term recurrence fails at degree four

Suppose a one-dimensional potential energy curve is fitted by a polynomial, and errors in the force count as well as errors in the energy. With the coordinate scaled to $[-1,1]$ and squared errors integrated uniformly over that interval, rather than summed over sample points, the least-squares error belongs to the inner product

$$S(p,q)=\int_{-1}^{1}\bigl(p\,q+s\,p'q'\bigr)\,dx ,$$

where $s\ge 0$ sets how heavily slope errors weigh against value errors. At $s=0$ the orthogonal polynomials are the Legendre polynomials, and each follows from the previous two by a three-term recurrence. Does that survive when forces are included?

## The inner product and its orthogonal polynomials

```lean
import Mathlib

open Polynomial

namespace SobolevOrthogonality

noncomputable section
```

Mathlib is Lean's mathematical library. Opening `Polynomial` provides the notation `ℝ[X]` for real polynomials, with `X` the variable and `C a` the constant polynomial $a$.

```lean
/-- The Sobolev form on real polynomials: the integral over [-1,1] of `p q + s p' q'`,
where `s` is the weight of the gradient term. -/
def sobolev (s : ℝ) (p q : ℝ[X]) : ℝ :=
  ∫ x in (-1 : ℝ)..1, (p.eval x * q.eval x + s * (p.derivative.eval x * q.derivative.eval x))
```

This is $S(p,q)$. A polynomial is an algebraic object in Lean, so `p.eval x` is needed to obtain the number $p(x)$. The definition allows any real $s$; the sign condition enters later, as a hypothesis.

```lean
/-- The closed form of the integral of `x ^ k` over [-1,1]. -/
def moment (k : ℕ) : ℝ := (1 - (-1) ^ (k + 1)) / ((k : ℝ) + 1)
```

Write $M_k$ for `moment k`. It equals $2/(k+1)$ for even $k$ and $0$ for odd $k$.

```lean
/-- A monic polynomial of degree `n` that is Sobolev-orthogonal to all lower powers of `X`. -/
structure IsMonicOrthogonal (s : ℝ) (n : ℕ) (p : ℝ[X]) : Prop where
  monic : p.Monic
  natDegree_eq : p.natDegree = n
  orth : ∀ k < n, sobolev s p (X ^ k) = 0
```

`IsMonicOrthogonal s n p` says that $p$ has leading coefficient 1, has degree $n$, and satisfies $S(p,X^k)=0$ for every $k<n$. For $n=0$ the last condition is empty.

```lean
/-- Minus the coefficient of `X` in the cubic orthogonal polynomial. -/
def alpha (s : ℝ) : ℝ := 3 * (1 + 5 * s) / (5 * (1 + 3 * s))

/-- Minus the coefficient of `X ^ 2` in the quartic orthogonal polynomial. -/
def beta (s : ℝ) : ℝ := 6 * (1 + 21 * s) / (7 * (1 + 15 * s))
```

These are the functions

$$\alpha(s)=\frac{3(1+5s)}{5(1+3s)},\qquad \beta(s)=\frac{6(1+21s)}{7(1+15s)},$$

which will emerge from the linear equations for degrees 3 and 4.

## Reducing integrals to coefficients

```lean
/-- The Sobolev form of two powers of `X`, in terms of the moments of [-1,1]. -/
theorem sobolev_pow_pow (s : ℝ) (m n : ℕ) :
    sobolev s (X ^ m) (X ^ n) =
      moment (m + n) + s * ((m : ℝ) * n * moment (m - 1 + (n - 1))) := by
  have h : ∀ x : ℝ, (X ^ m : ℝ[X]).eval x * (X ^ n : ℝ[X]).eval x
      + s * ((derivative (X ^ m : ℝ[X])).eval x * (derivative (X ^ n : ℝ[X])).eval x)
      = x ^ (m + n) + (s * ((m : ℝ) * n)) * x ^ (m - 1 + (n - 1)) := by
    intro x
    simp only [eval_pow, eval_X, derivative_X_pow, eval_mul, eval_natCast,
      map_natCast, pow_add]
    ring
  unfold sobolev
  simp only [h]
  rw [intervalIntegral.integral_add, intervalIntegral.integral_const_mul, integral_pow,
    integral_pow]
  · simp only [moment, one_pow]
    ring
  · exact Continuous.intervalIntegrable (by fun_prop) _ _
  · exact Continuous.intervalIntegrable (by fun_prop) _ _
```

Since $(X^m)'=mX^{m-1}$, integrating term by term gives

$$S(X^m,X^n)=M_{m+n}+s\,mn\,M_{m+n-2}.$$

Subtraction of natural numbers stops at zero in Lean, so `m - 1` is 0 when $m=0$; the factor $mn$ removes that term anyway.

```lean
/-- The Sobolev form expands linearly in the coefficients of its first argument. -/
theorem sobolev_expand (s : ℝ) (p q : ℝ[X]) :
    sobolev s p q =
      ∑ i ∈ Finset.range (p.natDegree + 1), p.coeff i * sobolev s (X ^ i) q := by
  have hadd : ∀ u v : ℝ[X], sobolev s (u + v) q = sobolev s u q + sobolev s v q := by
    intro u v
    unfold sobolev
    rw [← intervalIntegral.integral_add]
    · refine intervalIntegral.integral_congr fun x _ => ?_
      simp only [eval_add, derivative_add]
      ring
    · exact Continuous.intervalIntegrable (by fun_prop) _ _
    · exact Continuous.intervalIntegrable (by fun_prop) _ _
  have hmul : ∀ (a : ℝ) (u : ℝ[X]), sobolev s (C a * u) q = a * sobolev s u q := by
    intro a u
    unfold sobolev
    rw [← intervalIntegral.integral_const_mul]
    refine intervalIntegral.integral_congr fun x _ => ?_
    simp only [eval_mul, eval_C, derivative_C_mul]
    ring
  have key : ∀ (n : ℕ) (f : ℕ → ℝ), sobolev s (∑ i ∈ Finset.range n, C (f i) * X ^ i) q
      = ∑ i ∈ Finset.range n, f i * sobolev s (X ^ i) q := by
    intro n f
    induction n with
    | zero => simp [sobolev]
    | succ n ih => rw [Finset.sum_range_succ, Finset.sum_range_succ, hadd, hmul, ih]
  conv_lhs => rw [p.as_sum_range_C_mul_X_pow]
  exact key _ _
```

If $p=\sum_i b_iX^i$, then $S(p,q)=\sum_i b_i\,S(X^i,q)$. The proof establishes additivity (`hadd`) and scaling (`hmul`), then extends them to finite sums by induction (`key`).

```lean
/-- A monic orthogonal polynomial of degree `n` is Sobolev-orthogonal to every polynomial
of lower degree. -/
theorem IsMonicOrthogonal.orthogonal_lower {s : ℝ} {n : ℕ} {p q : ℝ[X]}
    (h : IsMonicOrthogonal s n p) (hq : q.natDegree < n) : sobolev s p q = 0 := by
  have hcomm : ∀ u v : ℝ[X], sobolev s u v = sobolev s v u := by
    intro u v
    unfold sobolev
    refine intervalIntegral.integral_congr fun x _ => ?_
    ring
  rw [hcomm, sobolev_expand]
  refine Finset.sum_eq_zero fun i hi => ?_
  have hi' := Finset.mem_range.mp hi
  rw [hcomm, h.orth i (by omega), mul_zero]
```

Orthogonality to the powers below $n$ implies orthogonality to every polynomial $q$ of degree below $n$: swap the arguments, expand $q$, and every term vanishes.

## Multiplication by X loses its symmetry

```lean
/-- The failure of multiplication by `X` to be symmetric is `s` times the integral of
`p q' - p' q`. -/
theorem symmetry_defect (s : ℝ) (p q : ℝ[X]) :
    sobolev s (X * p) q - sobolev s p (X * q) =
      s * ∫ x in (-1 : ℝ)..1,
        (p.eval x * q.derivative.eval x - p.derivative.eval x * q.eval x) := by
  unfold sobolev
  rw [← intervalIntegral.integral_sub, ← intervalIntegral.integral_const_mul]
  · refine intervalIntegral.integral_congr fun x _ => ?_
    simp only [derivative_mul, derivative_X, eval_add, eval_mul, eval_X, eval_one]
    ring
  · exact Continuous.intervalIntegrable (by fun_prop) _ _
  · exact Continuous.intervalIntegrable (by fun_prop) _ _
```

By hand, $(Xp)'=p+Xp'$. In $S(Xp,q)-S(p,Xq)$ the terms $x\,pq$ and $x\,p'q'$ cancel, leaving

$$S(Xp,q)-S(p,Xq)=s\int_{-1}^{1}(p\,q'-p'q)\,dx .$$

The proof merges the integrals, applies the product rule and lets `ring` do the cancellation.

```lean
/-- Multiplication by `X` is symmetric for the Sobolev form exactly when the gradient term
is absent. -/
theorem mul_X_symmetric_iff (s : ℝ) :
    (∀ p q : ℝ[X], sobolev s (X * p) q = sobolev s p (X * q)) ↔ s = 0 := by
  constructor
  · intro H
    -- the pair 1, X detects the defect
    have h := symmetry_defect s 1 X
    have h2 : (∫ x in (-1 : ℝ)..1, ((1 : ℝ[X]).eval x * (derivative (X : ℝ[X])).eval x
        - (derivative (1 : ℝ[X])).eval x * (X : ℝ[X]).eval x)) = 2 := by
      norm_num
    rw [H 1 X, sub_self, h2] at h
    linarith
  · rintro rfl p q
    exact sub_eq_zero.mp (by rw [symmetry_defect, zero_mul])
```

For $p=1$, $q=X$ the defect is $2s$, so symmetry forces $s=0$. Conversely, at $s=0$ the defect vanishes.

Symmetry is what yields the Legendre recurrence: it gives $S(Xp_n,X^k)=S(p_n,X^{k+1})=0$ for $k+1<n$. Losing it removes this argument but does not yet refute the recurrence, so the polynomials themselves are needed.

## Degrees two, three and four

```lean
/-- For `s ≥ 0` any monic orthogonal polynomial of degree 2 equals `X ^ 2 - 1/3`. -/
theorem quadratic_eq {s : ℝ} (hs : 0 ≤ s) {p : ℝ[X]} (h : IsMonicOrthogonal s 2 p) :
    p = X ^ 2 - C (1 / 3) := by
  have hl : p.coeff 2 = 1 := by
    have := h.monic.coeff_natDegree
    rwa [h.natDegree_eq] at this
  have e0 := h.orth 0 (by norm_num)
  have e1 := h.orth 1 (by norm_num)
  simp only [sobolev_expand s p, h.natDegree_eq, Finset.sum_range_succ, Finset.sum_range_zero,
    sobolev_pow_pow, moment, hl, Nat.cast_zero, Nat.cast_one, Nat.cast_ofNat] at e0 e1
  have h1 : p.coeff 1 * (2 / 3 + 2 * s) = 0 := by linear_combination e1
  have c1 := (mul_eq_zero.mp h1).resolve_right (by positivity)
  have c0 : p.coeff 0 = -(1 / 3) := by linear_combination e0 / 2
  rw [p.as_sum_range_C_mul_X_pow, h.natDegree_eq]
  simp only [Finset.sum_range_succ, Finset.sum_range_zero, hl, c0, c1, map_neg, map_one, map_zero]
  ring
```

Let $p=X^2+b_1X+b_0$, where $b_i$ is `p.coeff i`. The conditions are

$$S(p,1)=\tfrac23+2b_0=0,\qquad S(p,X)=b_1\bigl(\tfrac23+2s\bigr)=0 .$$

For $s\ge0$ the bracket is positive, so $b_1=0$ and $b_0=-\tfrac13$. In Lean, `e0` and `e1` are these two equations, and `positivity` shows that the bracket is nonzero.

The hypothesis $s\ge0$ matters here. At $s=-\tfrac13$ the bracket vanishes, and $X^2+X-\tfrac13$ meets both conditions as well as $X^2-\tfrac13$ does.

```lean
/-- For `s ≥ 0` any monic orthogonal polynomial of degree 3 equals `X ^ 3 - alpha s * X`. -/
theorem cubic_eq {s : ℝ} (hs : 0 ≤ s) {p : ℝ[X]} (h : IsMonicOrthogonal s 3 p) :
    p = X ^ 3 - C (alpha s) * X := by
  have hl : p.coeff 3 = 1 := by
    have := h.monic.coeff_natDegree
    rwa [h.natDegree_eq] at this
  have e0 := h.orth 0 (by norm_num)
  have e1 := h.orth 1 (by norm_num)
  have e2 := h.orth 2 (by norm_num)
  simp only [sobolev_expand s p, h.natDegree_eq, Finset.sum_range_succ, Finset.sum_range_zero,
    sobolev_pow_pow, moment, hl, Nat.cast_zero, Nat.cast_one, Nat.cast_ofNat] at e0 e1 e2
  have ha : alpha s * (5 * (1 + 3 * s)) = 3 * (1 + 5 * s) :=
    div_mul_cancel₀ _ (by positivity)
  have h2 : p.coeff 2 * (8 / 45 + 8 / 3 * s) = 0 := by linear_combination e2 - e0 / 3
  have c2 := (mul_eq_zero.mp h2).resolve_right (by positivity)
  have c0 : p.coeff 0 = 0 := by linear_combination e0 / 2 - c2 / 3
  have h1 : (p.coeff 1 + alpha s) * (2 / 3 + 2 * s) = 0 := by
    linear_combination e1 + 2 / 15 * ha
  have c1 : p.coeff 1 = -alpha s := by
    linarith [(mul_eq_zero.mp h1).resolve_right (by positivity)]
  rw [p.as_sum_range_C_mul_X_pow, h.natDegree_eq]
  simp only [Finset.sum_range_succ, Finset.sum_range_zero, hl, c0, c1, c2, map_neg, map_one,
    map_zero]
  ring
```

For $p=X^3+b_2X^2+b_1X+b_0$, subtracting a third of $S(p,1)=0$ from $S(p,X^2)=0$ gives $b_2(\tfrac8{45}+\tfrac83s)=0$. Hence $b_2=0$, and then $b_0=0$. The remaining condition,

$$S(p,X)=\tfrac25+2s+b_1\bigl(\tfrac23+2s\bigr)=0,$$

gives $b_1=-\alpha(s)$.

```lean
/-- For `s ≥ 0` any monic orthogonal polynomial of degree 4 equals `X ^ 4 - beta s * X ^ 2 + (beta s
/ 3 - 1/5)`. -/
theorem quartic_eq {s : ℝ} (hs : 0 ≤ s) {p : ℝ[X]} (h : IsMonicOrthogonal s 4 p) :
    p = X ^ 4 - C (beta s) * X ^ 2 + C (beta s / 3 - 1 / 5) := by
  have hl : p.coeff 4 = 1 := by
    have := h.monic.coeff_natDegree
    rwa [h.natDegree_eq] at this
  have e0 := h.orth 0 (by norm_num)
  have e1 := h.orth 1 (by norm_num)
  have e2 := h.orth 2 (by norm_num)
  have e3 := h.orth 3 (by norm_num)
  simp only [sobolev_expand s p, h.natDegree_eq, Finset.sum_range_succ, Finset.sum_range_zero,
    sobolev_pow_pow, moment, hl, Nat.cast_zero, Nat.cast_one, Nat.cast_ofNat] at e0 e1 e2 e3
  have hb : beta s * (7 * (1 + 15 * s)) = 6 * (1 + 21 * s) :=
    div_mul_cancel₀ _ (by positivity)
  -- the odd coefficients solve a homogeneous system with positive determinant
  have h3 : p.coeff 3 * (16 / 525 + 48 / 35 * s + 16 / 5 * s ^ 2) = 0 := by
    linear_combination (2 / 3 + 2 * s) * e3 - (2 / 5 + 2 * s) * e1
  have c3 := (mul_eq_zero.mp h3).resolve_right (by positivity)
  have h1 : p.coeff 1 * (2 / 3 + 2 * s) = 0 := by
    linear_combination e1 - (2 / 5 + 2 * s) * c3
  have c1 := (mul_eq_zero.mp h1).resolve_right (by positivity)
  have h2 : (p.coeff 2 + beta s) * (8 / 45 + 8 / 3 * s) = 0 := by
    linear_combination e2 - e0 / 3 + 8 / 315 * hb
  have c2 : p.coeff 2 = -beta s := by
    linarith [(mul_eq_zero.mp h2).resolve_right (by positivity)]
  have c0 : p.coeff 0 = beta s / 3 - 1 / 5 := by linear_combination e0 / 2 - c2 / 3
  rw [p.as_sum_range_C_mul_X_pow, h.natDegree_eq]
  simp only [Finset.sum_range_succ, Finset.sum_range_zero, hl, c0, c1, c2, c3, map_neg, map_one,
    map_zero]
  ring
```

For $p=X^4+b_3X^3+b_2X^2+b_1X+b_0$, the conditions against $X$ and $X^3$ involve only the odd coefficients:

$$b_1\bigl(\tfrac23+2s\bigr)+b_3\bigl(\tfrac25+2s\bigr)=0,\qquad b_1\bigl(\tfrac25+2s\bigr)+b_3\bigl(\tfrac27+\tfrac{18}5s\bigr)=0 .$$

The determinant $\tfrac{16}{525}+\tfrac{48}{35}s+\tfrac{16}5s^2$ is positive, so $b_1=b_3=0$. The condition against $1$ gives $b_0=-\tfrac15-\tfrac{b_2}3$. Subtracting a third of it from the condition against $X^2$ leaves

$$\tfrac{16}{105}+\tfrac{16}5s+b_2\bigl(\tfrac8{45}+\tfrac83s\bigr)=0,$$

so $b_2=-\beta(s)$ and $b_0=\tfrac{\beta(s)}3-\tfrac15$.

## The recurrence holds only without the gradient term

```lean
/-- For gradient weight `s ≥ 0`, the monic orthogonal polynomials of degrees 2, 3, 4 satisfy
a three-term recurrence exactly when `s = 0`. -/
theorem recurrence_iff {s : ℝ} (hs : 0 ≤ s) {p₂ p₃ p₄ : ℝ[X]}
    (h₂ : IsMonicOrthogonal s 2 p₂) (h₃ : IsMonicOrthogonal s 3 p₃)
    (h₄ : IsMonicOrthogonal s 4 p₄) :
    (∃ a c : ℝ, p₄ = (X - C a) * p₃ - C c * p₂) ↔ s = 0 := by
  rw [quadratic_eq hs h₂, cubic_eq hs h₃, quartic_eq hs h₄]
  constructor
  · rintro ⟨a, c, h⟩
    have hx : ∀ x : ℝ, x ^ 4 - beta s * x ^ 2 + (beta s / 3 - 1 / 5)
        = (x - a) * (x ^ 3 - alpha s * x) - c * (x ^ 2 - 1 / 3) := by
      intro x
      have hev := congrArg (eval x) h
      simp only [eval_sub, eval_add, eval_mul, eval_pow, eval_X, eval_C] at hev
      exact hev
    -- the values at 0, 1, -1 fix the cubic polynomial
    have h35 : alpha s = 3 / 5 := by
      linear_combination (hx 1 + hx (-1)) / 2 + 2 * hx 0
    have ha : alpha s * (5 * (1 + 3 * s)) = 3 * (1 + 5 * s) :=
      div_mul_cancel₀ _ (by positivity)
    rw [h35] at ha
    linarith
  · rintro rfl
    refine ⟨0, 9 / 35, Polynomial.funext fun x => ?_⟩
    simp only [eval_sub, eval_add, eval_mul, eval_pow, eval_X, eval_C, alpha, beta]
    ring
```

The theorem takes $s\ge0$ and monic orthogonal $p_2,p_3,p_4$. It states that real $a,c$ with $p_4=(X-a)p_3-c\,p_2$ exist exactly when $s=0$.

Suppose they exist, and write $\alpha,\beta$ for $\alpha(s),\beta(s)$. At $x=0$ the recurrence reads $\tfrac\beta3-\tfrac15=\tfrac c3$. Averaging its values at $x=1$ and $x=-1$ eliminates $a$:

$$\tfrac45-\tfrac{2\beta}3=1-\alpha-\tfrac{2c}3 .$$

Adding twice the first equation eliminates $\beta$ and $c$, leaving $\alpha=\tfrac35$. By the formula for $\alpha$ this means $1+5s=1+3s$, so $s=0$. Conversely, at $s=0$ the values $a=0$ and $c=\tfrac9{35}$ work.

The elimination is a single line in Lean: `linear_combination (hx 1 + hx (-1)) / 2 + 2 * hx 0`. Here `hx x` is the recurrence evaluated at $x$. The tactic `linear_combination` does not search for the multipliers; the user supplies them. It forms the stated combination of equations and asks `ring` to confirm that its left side minus its right side agrees identically with that of the goal. The same device solves the linear systems for the coefficients above.

```lean
/-- For the integral of `p q + p' q'` over [-1,1], the listed polynomials are monic orthogonal of
degrees 0 to 4, and the last three satisfy no three-term recurrence. -/
theorem sobolev_counterexample :
    IsMonicOrthogonal 1 0 1 ∧ IsMonicOrthogonal 1 1 X ∧
    IsMonicOrthogonal 1 2 (X ^ 2 - C (1 / 3)) ∧
    IsMonicOrthogonal 1 3 (X ^ 3 - C (9 / 10) * X) ∧
    IsMonicOrthogonal 1 4 (X ^ 4 - C (33 / 28) * X ^ 2 + C (27 / 140)) ∧
    ¬ ∃ a c : ℝ, (X ^ 4 - C (33 / 28) * X ^ 2 + C (27 / 140) : ℝ[X]) =
      (X - C a) * (X ^ 3 - C (9 / 10) * X) - C c * (X ^ 2 - C (1 / 3)) := by
  have h1 : IsMonicOrthogonal 1 1 X := by
    refine ⟨monic_X, natDegree_X, fun k hk => ?_⟩
    rw [sobolev_expand, natDegree_X]
    interval_cases k
    simp only [Finset.sum_range_succ, Finset.sum_range_zero, sobolev_pow_pow, moment, coeff_X]
    norm_num
  have h2 : IsMonicOrthogonal 1 2 (X ^ 2 - C (1 / 3)) := by
    have hd : (X ^ 2 - C (1 / 3) : ℝ[X]).natDegree = 2 := by compute_degree!
    refine ⟨by monicity!, hd, fun k hk => ?_⟩
    rw [sobolev_expand, hd]
    interval_cases k <;> simp only [Finset.sum_range_succ, Finset.sum_range_zero,
      sobolev_pow_pow, moment, coeff_sub, coeff_X_pow, coeff_C] <;> norm_num
  have h3 : IsMonicOrthogonal 1 3 (X ^ 3 - C (9 / 10) * X) := by
    have hd : (X ^ 3 - C (9 / 10) * X : ℝ[X]).natDegree = 3 := by compute_degree!
    refine ⟨by monicity!, hd, fun k hk => ?_⟩
    rw [sobolev_expand, hd]
    interval_cases k <;> simp only [Finset.sum_range_succ, Finset.sum_range_zero,
      sobolev_pow_pow, moment, coeff_sub, coeff_C_mul, coeff_X_pow, coeff_X] <;> norm_num
  have h4 : IsMonicOrthogonal 1 4 (X ^ 4 - C (33 / 28) * X ^ 2 + C (27 / 140)) := by
    have hd : (X ^ 4 - C (33 / 28) * X ^ 2 + C (27 / 140) : ℝ[X]).natDegree = 4 := by
      compute_degree!
    refine ⟨by monicity!, hd, fun k hk => ?_⟩
    rw [sobolev_expand, hd]
    interval_cases k <;> simp only [Finset.sum_range_succ, Finset.sum_range_zero,
      sobolev_pow_pow, moment, coeff_add, coeff_sub, coeff_C_mul, coeff_X_pow, coeff_C] <;>
      norm_num
  refine ⟨⟨monic_one, natDegree_one, fun k hk => by omega⟩, h1, h2, h3, h4, fun h => ?_⟩
  exact one_ne_zero ((recurrence_iff zero_le_one h2 h3 h4).mp h)

end

end SobolevOrthogonality
```

At $s=1$ the polynomials are

$$1,\quad X,\quad X^2-\tfrac13,\quad X^3-\tfrac9{10}X,\quad X^4-\tfrac{33}{28}X^2+\tfrac{27}{140}.$$

The first five clauses verify that they are monic orthogonal, so the counter-example is not empty. At degree 0 there are no orthogonality conditions; for degrees 1 to 4, `interval_cases k` lists the finitely many conditions and `norm_num` checks the arithmetic. The last clause denies the recurrence: by `recurrence_iff` it would imply $1=0$.

Writing $p_n$ for the polynomial of degree $n$ in this list, degree four is the first place where the recurrence fails, since $p_2=Xp_1-\tfrac13p_0$ and $p_3=Xp_2-\tfrac{17}{30}p_1$ still have the three-term form.

For a one-variable polynomial fit whose squared errors are integrated with uniform weight over an interval, a routine that builds its basis by a Legendre-type recurrence therefore cannot produce the orthogonal basis through degree four once slopes are included. The theorems concern this one recurrence step. With more terms a relation does exist there: at $s=1$, $p_4=Xp_3-\tfrac{39}{140}p_2+\tfrac1{10}p_0$. Whether the number of terms stays bounded as the degree grows is not addressed here.

```lean
#print axioms SobolevOrthogonality.IsMonicOrthogonal.orthogonal_lower
-- 'SobolevOrthogonality.IsMonicOrthogonal.orthogonal_lower' depends on axioms: [propext, Classical.choice, Quot.sound]
#print axioms SobolevOrthogonality.mul_X_symmetric_iff
-- 'SobolevOrthogonality.mul_X_symmetric_iff' depends on axioms: [propext, Classical.choice, Quot.sound]
#print axioms SobolevOrthogonality.recurrence_iff
-- 'SobolevOrthogonality.recurrence_iff' depends on axioms: [propext, Classical.choice, Quot.sound]
#print axioms SobolevOrthogonality.sobolev_counterexample
-- 'SobolevOrthogonality.sobolev_counterexample' depends on axioms: [propext, Classical.choice, Quot.sound]
```
